# Two s-type Gaussians multiply to a constant times a single Gaussian

On a line, take two Gaussians of exponent 1 centred at \(1\) and \(-1\): since \((x-1)^2+(x+1)^2=2x^2+2\), their product is \(e^{-2}e^{-2x^2}\), a single Gaussian halfway between them, scaled by a constant. The file below proves that for any two positive exponents, and for centres in any real inner-product space, the product is again a constant times a single Gaussian, centred at the exponent-weighted mean of the two centres.

```lean
import Mathlib

open scoped InnerProductSpace

namespace GaussianProductTheorem

noncomputable section

variable {E : Type*} [NormedAddCommGroup E] [InnerProductSpace ℝ E]

/-- The unnormalised s-type Gaussian with exponent `a` and centre `A`. -/
def gaussian (a : ℝ) (A x : E) : ℝ := Real.exp (-a * ‖x - A‖ ^ 2)

/-- The exponent-weighted mean of the two centres. -/
def productCentre (a b : ℝ) (A B : E) : E := (a + b)⁻¹ • (a • A + b • B)

/-- The constant `K = exp (-(ab/(a+b)) ‖A - B‖²)` of a pair of Gaussians. -/
def overlapPrefactor (a b : ℝ) (A B : E) : ℝ :=
  Real.exp (-(a * b / (a + b)) * ‖A - B‖ ^ 2)

/-- Gaussian product theorem: if `a + b ≠ 0`, the product of two Gaussians is a constant times a
single Gaussian, whose exponent is the sum of exponents and whose centre is the weighted mean. -/
theorem gaussian_product {a b : ℝ} (hp : a + b ≠ 0) (A B x : E) :
    gaussian a A x * gaussian b B x =
      overlapPrefactor a b A B * gaussian (a + b) (productCentre a b A B) x := by
  -- the displacement from the new centre is the weighted mean of the old displacements
  have h1 : x - productCentre a b A B =
      (a + b)⁻¹ • (a • (x - A) + b • (x - B)) := by
    have h : a • (x - A) + b • (x - B) = (a + b) • x - (a • A + b • B) := by module
    rw [h, smul_sub, inv_smul_smul₀ hp, productCentre]
  have h2 : ‖A - B‖ = ‖(x - A) - (x - B)‖ := by
    rw [norm_sub_rev A B]
    congr 1
    abel
  unfold gaussian overlapPrefactor
  rw [← Real.exp_add, ← Real.exp_add, h1, h2]
  congr 1
  -- expand the squares and compare coefficients
  simp only [norm_smul, mul_pow, norm_add_sq_real, norm_sub_sq_real (x - A) (x - B),
    real_inner_smul_left, real_inner_smul_right, Real.norm_eq_abs, sq_abs]
  field_simp
  ring

/-- When the total exponent is positive, the product of the two Gaussians nowhere
exceeds the constant `K`. -/
theorem product_le_prefactor {a b : ℝ} (hp : 0 < a + b) (A B x : E) :
    gaussian a A x * gaussian b B x ≤ overlapPrefactor a b A B := by
  rw [gaussian_product hp.ne']
  have hK : 0 < overlapPrefactor a b A B := Real.exp_pos _
  have hg : gaussian (a + b) (productCentre a b A B) x ≤ 1 := by
    unfold gaussian
    apply Real.exp_le_one_iff.mpr
    have h := mul_nonneg hp.le (sq_nonneg ‖x - productCentre a b A B‖)
    linarith
  nlinarith

/-- When the total exponent is positive, the product of the two Gaussians takes the value
`K` exactly at the weighted mean of the centres. -/
theorem product_eq_prefactor_iff {a b : ℝ} (hp : 0 < a + b) (A B x : E) :
    gaussian a A x * gaussian b B x = overlapPrefactor a b A B ↔
      x = productCentre a b A B := by
  rw [gaussian_product hp.ne']
  have hK : overlapPrefactor a b A B ≠ 0 := (Real.exp_pos _).ne'
  constructor
  · intro e
    have hg : gaussian (a + b) (productCentre a b A B) x = 1 :=
      mul_left_cancel₀ hK (by rw [e, mul_one])
    unfold gaussian at hg
    have h0 := (Real.exp_eq_one_iff _).mp hg
    have h1 := (mul_eq_zero.mp h0).resolve_left (neg_ne_zero.mpr hp.ne')
    exact sub_eq_zero.mp (norm_eq_zero.mp (pow_eq_zero_iff two_ne_zero |>.mp h1))
  · intro e
    rw [← e]
    simp [gaussian]

/-- If `a + b ≠ 0`, the displacement of the product centre from `A` is the fraction `b/(a+b)` of the
displacement from `A` to `B`. -/
theorem productCentre_sub_left {a b : ℝ} (hp : a + b ≠ 0) (A B : E) :
    productCentre a b A B - A = (b / (a + b)) • (B - A) := by
  have h : a • A + b • B = (a + b) • A + b • (B - A) := by module
  rw [productCentre, h, smul_add, inv_smul_smul₀ hp, add_sub_cancel_left, smul_smul,
    div_eq_inv_mul]

omit [InnerProductSpace ℝ E] in
/-- For positive exponents, the constant `K` is smaller than one exactly when the two
centres are different. -/
theorem prefactor_lt_one_iff {a b : ℝ} (ha : 0 < a) (hb : 0 < b) (A B : E) :
    overlapPrefactor a b A B < 1 ↔ A ≠ B := by
  constructor
  · intro h e
    subst e
    simp [overlapPrefactor] at h
  · intro h
    have hn : 0 < ‖A - B‖ := norm_pos_iff.mpr (sub_ne_zero.mpr h)
    have hm : 0 < a * b / (a + b) * ‖A - B‖ ^ 2 := by positivity
    unfold overlapPrefactor
    apply Real.exp_lt_one_iff.mpr
    linarith

/-- Let `a + b ≠ 0` and let the space contain a nonzero vector. If the product of two Gaussians is
written, at every point, as a constant times one Gaussian, then the constant, the exponent and the
centre are those of the Gaussian product theorem. -/
theorem product_parameters_unique [Nontrivial E] {a b c q : ℝ} (hp : a + b ≠ 0)
    (A B Q : E)
    (h : ∀ x, gaussian a A x * gaussian b B x = c * gaussian q Q x) :
    c = overlapPrefactor a b A B ∧ q = a + b ∧ Q = productCentre a b A B := by
  have hc : 0 < c := by
    have hl : 0 < gaussian a A 0 * gaussian b B 0 :=
      mul_pos (Real.exp_pos _) (Real.exp_pos _)
    have hg : 0 < gaussian q Q 0 := Real.exp_pos _
    rw [h 0] at hl
    by_contra hn
    have hn' : c ≤ 0 := le_of_not_gt hn
    nlinarith
  -- compare the exponents at a displacement `v` from the product centre
  have hlog : ∀ v : E, -(a * b / (a + b)) * ‖A - B‖ ^ 2 + -(a + b) * ‖v‖ ^ 2 =
      Real.log c + -q * (‖v‖ ^ 2 + 2 * ⟪v, productCentre a b A B - Q⟫_ℝ
        + ‖productCentre a b A B - Q‖ ^ 2) := by
    intro v
    have e := h (productCentre a b A B + v)
    rw [gaussian_product hp] at e
    unfold gaussian overlapPrefactor at e
    have hs : productCentre a b A B + v - Q = v + (productCentre a b A B - Q) := by abel
    rw [add_sub_cancel_left, hs, norm_add_sq_real, ← Real.exp_add] at e
    apply Real.exp_injective
    rw [e, Real.exp_add, Real.exp_log hc]
  have h0 := hlog 0
  simp only [norm_zero, inner_zero_left] at h0
  -- opposite displacements determine the exponent
  have hq : q = a + b := by
    obtain ⟨v, hv⟩ := exists_ne (0 : E)
    have h1 := hlog v
    have h2 := hlog (-v)
    simp only [norm_neg, inner_neg_left] at h2
    have h3 : (q - (a + b)) * ‖v‖ ^ 2 = 0 := by
      linear_combination (1 / 2) * h1 + (1 / 2) * h2 - h0
    have h4 : ‖v‖ ^ 2 ≠ 0 := pow_ne_zero 2 (norm_ne_zero_iff.mpr hv)
    exact sub_eq_zero.mp ((mul_eq_zero.mp h3).resolve_right h4)
  -- the displacement between the two candidate centres must vanish
  have hd : ‖productCentre a b A B - Q‖ ^ 2 = 0 := by
    have h1 := hlog (productCentre a b A B - Q)
    rw [real_inner_self_eq_norm_sq] at h1
    rw [hq] at h1 h0
    have h2 : (a + b) * ‖productCentre a b A B - Q‖ ^ 2 = 0 := by
      linear_combination (1 / 2) * h1 - (1 / 2) * h0
    exact (mul_eq_zero.mp h2).resolve_left hp
  refine ⟨?_, hq, ?_⟩
  · have hk : Real.log c = -(a * b / (a + b)) * ‖A - B‖ ^ 2 := by
      rw [hd] at h0
      linear_combination -h0
    rw [overlapPrefactor, ← hk, Real.exp_log hc]
  · have h1 := norm_eq_zero.mp (pow_eq_zero_iff two_ne_zero |>.mp hd)
    exact (sub_eq_zero.mp h1).symm

end

end GaussianProductTheorem
```

```lean
#print axioms GaussianProductTheorem.gaussian_product
-- 'GaussianProductTheorem.gaussian_product' depends on axioms: [propext, Classical.choice, Quot.sound]
#print axioms GaussianProductTheorem.product_le_prefactor
-- 'GaussianProductTheorem.product_le_prefactor' depends on axioms: [propext, Classical.choice, Quot.sound]
#print axioms GaussianProductTheorem.prefactor_lt_one_iff
-- 'GaussianProductTheorem.prefactor_lt_one_iff' depends on axioms: [propext, Classical.choice, Quot.sound]
#print axioms GaussianProductTheorem.product_parameters_unique
-- 'GaussianProductTheorem.product_parameters_unique' depends on axioms: [propext, Classical.choice, Quot.sound]
```

## Exponents, centres and the constant K

Let \(a\) and \(b\) be real exponents and \(A\) and \(B\) the centres. With \(p=a+b\neq0\), define

\[
P=\frac{aA+bB}{p},\qquad K=\exp\!\Big(-\frac{ab}{p}\|A-B\|^2\Big).
\]

The theorem `gaussian_product` says that for every point \(x\)

\[
e^{-a\|x-A\|^2}\,e^{-b\|x-B\|^2}=K\,e^{-p\|x-P\|^2}.
\]

In the file, `gaussian a A x` is the value at \(x\) of the Gaussian with exponent \(a\) and centre \(A\), `productCentre a b A B` is \(P\), and `overlapPrefactor a b A B` is \(K\). The type `E` is the space in which the electron's position and the nuclei lie; for a molecule it is three-dimensional Euclidean space, but no theorem fixes the dimension.

The other theorems say the following.

- If \(p>0\), the product is nowhere larger than \(K\) (`product_le_prefactor`), and it equals \(K\) exactly at \(x=P\) (`product_eq_prefactor_iff`).
- If \(p\neq0\), then \(P-A=(b/p)(B-A)\) (`productCentre_sub_left`).
- If \(a\) and \(b\) are both positive, then \(K<1\) exactly when \(A\neq B\) (`prefactor_lt_one_iff`).
- If \(p\neq0\) and the space contains a nonzero vector, no other constant, exponent or centre represents the product as a multiple of one Gaussian (`product_parameters_unique`).

Basis functions have positive exponents, so all these conditions on \(a\) and \(b\) hold for them. The identity itself asks only for \(p\neq0\), because it is algebra in the exponent. At \(p=0\) the quadratic terms in \(x\) cancel and there is no weighted mean to serve as a centre.

## What this does for molecular integrals

For single s-type Gaussians, the identity turns a charge distribution spread over two atoms into a distribution about one point. A two-electron integral over four such Gaussians on four centres thereby becomes a constant times an integral over two Gaussians on two centres. A contracted s-type function is a fixed linear combination of Gaussians with a common centre; for a product of two of these, the identity applies to each pair of terms separately. Functions of higher angular momentum carry polynomial factors, which the file does not treat; nor does it evaluate any integral.

The Gaussians here are unnormalised, with value 1 at their centres. In three dimensions, with positive exponents, normalised functions carry the additional factor \((2a/\pi)^{3/4}(2b/\pi)^{3/4}\), so the maximum of their product is this factor times \(K\). Their overlap integral is \(\big(2\sqrt{ab}/p\big)^{3/2}K\), so `overlapPrefactor` is a factor of this overlap, and equals it only when \(a=b\).

## Completing the square

Write \(u=x-A\) and \(w=x-B\). Then

\[
x-P=\frac{au+bw}{p},\qquad \|A-B\|=\|u-w\|.
\]

Expanding both squared norms gives

\[
p\|x-P\|^2=\frac{a^2\|u\|^2+2ab\langle u,w\rangle+b^2\|w\|^2}{p},
\]

\[
\frac{ab}{p}\|A-B\|^2=\frac{ab\|u\|^2-2ab\langle u,w\rangle+ab\|w\|^2}{p}.
\]

In the sum the inner products cancel. The coefficient of \(\|u\|^2\) is \((a^2+ab)/p=a\), and that of \(\|w\|^2\) is \((b^2+ab)/p=b\). Hence

\[
a\|x-A\|^2+b\|x-B\|^2=\frac{ab}{p}\|A-B\|^2+p\|x-P\|^2,
\]

and exponentiating the negative of both sides gives the product theorem.

The Lean proof takes the same route. Its `h1` and `h2` are the two relations for \(x-P\) and \(\|A-B\|\). `Real.exp_add` merges the exponentials on each side, so that only the exponents remain to be compared. The `simp only` call expands the norms into inner products, `field_simp` clears the denominator \(p\), and `ring` compares coefficients.

## The maximum and the position of the centre

For \(p>0\) the exponent \(-p\|x-P\|^2\) is never positive, so the Gaussian centred at \(P\) is nowhere larger than 1. Multiplying by \(K>0\) gives the bound; in Lean, `nlinarith` does this multiplication. If the product equals \(K\), cancelling \(K\) leaves \(e^{-p\|x-P\|^2}=1\). The exponent is then zero, and since \(p\neq0\), \(x=P\). Conversely, at \(x=P\) the exponential is 1. The two branches of `product_eq_prefactor_iff` are these two directions.

For the position of the centre, rewrite the numerator of \(P\):

\[
aA+bB=(a+b)A+b(B-A).
\]

Dividing by \(p\) and subtracting \(A\) gives \(P-A=(b/p)(B-A)\). The Lean tactic `module` checks the rewriting of the numerator.

The weights are readily interchanged here. The displacement from \(A\) carries \(b/p\), which invites the wrong formula \((bA+aB)/p\) for the centre. The limit of large \(a\) at fixed positive \(b\) settles the matter: the sharper Gaussian pins the product to its own centre, so \(P\) must approach \(A\). With equal exponents, as in the opening example, the error is invisible.

For positive exponents, \(ab/p>0\). If \(A\neq B\), the exponent of \(K\) is therefore strictly negative and \(K<1\); if \(A=B\), then \(K=1\).

## Why no other single Gaussian fits

Suppose that the product equals \(c\,e^{-q\|x-Q\|^2}\) for all \(x\), with real \(c\) and \(q\) and some centre \(Q\). The product is positive, and so is the Gaussian, hence \(c>0\) and its logarithm may be taken. This is `hc`, obtained by evaluating at the origin.

Put \(d=P-Q\) and \(x=P+v\). Taking logarithms gives, for every displacement \(v\),

\[
\ln K-p\|v\|^2=\ln c-q\big(\|v\|^2+2\langle v,d\rangle+\|d\|^2\big),
\]

which is `hlog`. Three choices of \(v\) now determine the parameters.

1. At \(v=0\) the relation reads \(\ln K=\ln c-q\|d\|^2\).
2. Averaging the relations for \(v\) and \(-v\) removes the inner product. Subtracting the relation at zero leaves \((q-p)\|v\|^2=0\), and any nonzero \(v\) gives \(q=p\).
3. At \(v=d\), with \(q=p\), the relation becomes \(\ln K-p\|d\|^2=\ln c-4p\|d\|^2\). Subtracting the relation at zero gives \(2p\|d\|^2=0\), so \(d=0\) and \(Q=P\).

The relation at zero then reduces to \(\ln K=\ln c\), hence \(c=K\). In Lean, the `linear_combination` lines carry out these averages and subtractions, with the coefficients \(1/2\) written explicitly.

The second step is where `[Nontrivial E]` enters. In a space consisting of a single point every Gaussian equals 1 there, whatever its exponent, so \(q\) would be undetermined.
